# The smallest Hermitian perturbation that makes an orthonormal trial block exact has √2 times the residual's Frobenius norm

An eigensolver that stops before convergence returns approximate eigenvectors, and one would like to regard them as exact for a slightly altered Hamiltonian. If only the size of the alteration matters, the altered matrix may no longer be a Hamiltonian. Take two levels at energy zero with unit coupling, and the first basis state as trial vector. Let size be measured by the Frobenius norm, the square root of the sum of the squared moduli of all entries. The smallest alteration that makes this state an eigenvector with its own mean energy, zero, then deletes one of the two coupling elements. What remains is $\begin{pmatrix}0&1\\0&0\end{pmatrix}$, which is not Hermitian and has only one independent eigenvector.

So the alteration $E$ should itself be Hermitian. Let the columns of $Q$ be orthonormal trial vectors, so $Q^*Q=I$, and let $A$ be the matrix under study, $M=Q^*AQ$ and $R=AQ-QM$. The smallest Hermitian $E$ with $(A+E)Q=QM$ then has $\|E\|^2=2\|R\|^2$ in the Frobenius norm, and there is exactly one such $E$.

## Matrices, residual and perturbation

```lean
import Mathlib

open Matrix

namespace HermitianBackwardError

noncomputable section

variable {m n k : Type*} [Fintype m] [Fintype n] [Fintype k]
```

The letters `m`, `n` and `k` are finite index sets. Basis states are labelled by `n` and trial vectors by `k`.

```lean
/-- The squared Frobenius norm: the sum of the squared moduli of all entries. -/
def frobSq (X : Matrix m n ℂ) : ℝ := ∑ i, ∑ j, ‖X i j‖ ^ 2
```

This is $\|X\|^2=\sum_{i,j}|X_{ij}|^2$, a real number. The code works with the square throughout.

```lean
/-- The Ritz matrix `M = Q* A Q`, the compression of `A` to the trial block `Q`. -/
def ritz (A : Matrix n n ℂ) (Q : Matrix n k ℂ) : Matrix k k ℂ := Qᴴ * A * Q
```

The symbol `ᴴ` is the conjugate transpose, written $^*$ in the formulas here. For Hermitian $A$ and orthonormal columns of $Q$, the eigenvalues of $M$ are the Ritz values. The definition itself does not assume orthonormality; the theorems that need it take it as a hypothesis.

```lean
/-- The block residual `R = A Q - Q M`, with `M` the Ritz matrix. -/
def residual (A : Matrix n n ℂ) (Q : Matrix n k ℂ) : Matrix n k ℂ :=
  A * Q - Q * ritz A Q
```

The residual $R$ is zero exactly when $AQ=QM$.

```lean
/-- The perturbation `-(R Q* + Q R*)` built from the residual `R` and the trial block `Q`. -/
def correction (A : Matrix n n ℂ) (Q : Matrix n k ℂ) : Matrix n n ℂ :=
  -(residual A Q * Qᴴ + Q * (residual A Q)ᴴ)
```

Call this matrix $E_0=-(RQ^*+QR^*)$. In Davidson methods, "correction" usually means a vector added to the search space; here it is a change of the matrix $A$.

## Lengths and right angles for matrices

```lean
/-- The squared Frobenius norm of `X` is the trace of `X* X`. -/
theorem frobSq_eq_trace (X : Matrix m n ℂ) : (frobSq X : ℂ) = trace (Xᴴ * X) := by
  simp only [frobSq, trace, diag_apply, mul_apply, conjTranspose_apply]
  push_cast
  rw [Finset.sum_comm]
  exact Finset.sum_congr rfl fun _ _ => Finset.sum_congr rfl fun _ _ =>
    (Complex.conj_mul' _).symm
```

By hand, $\|X\|^2=\sum_j\sum_i\overline{X_{ij}}X_{ij}=\sum_j(X^*X)_{jj}=\operatorname{tr}X^*X$. The step `Finset.sum_comm` exchanges the two sums.

```lean
/-- Pythagoras for matrices: if the trace of `X* Y` vanishes, the squared Frobenius norms
of `X` and `Y` add up to that of `X + Y`. -/
theorem frobSq_add_of_orthogonal (X Y : Matrix m n ℂ) (h : trace (Xᴴ * Y) = 0) :
    frobSq (X + Y) = frobSq X + frobSq Y := by
  have h' : trace (Yᴴ * X) = 0 := by
    have := congrArg star h
    rw [← trace_conjTranspose, conjTranspose_mul, conjTranspose_conjTranspose,
      star_zero] at this
    exact this
  have key : ((frobSq (X + Y) : ℝ) : ℂ) = ((frobSq X + frobSq Y : ℝ) : ℂ) := by
    rw [Complex.ofReal_add, frobSq_eq_trace, frobSq_eq_trace, frobSq_eq_trace,
      conjTranspose_add, Matrix.add_mul, Matrix.mul_add, Matrix.mul_add,
      trace_add, trace_add, trace_add, h, h']
    ring
  exact Complex.ofReal_injective key
```

Expanding the trace gives
$$\|X+Y\|^2=\|X\|^2+\operatorname{tr}X^*Y+\operatorname{tr}Y^*X+\|Y\|^2 .$$
The two cross terms are complex conjugates, so both vanish if one does. Lean proves the equality for complex numbers and then carries it back to the reals.

```lean
variable [DecidableEq k]

/-- Multiplication from the right by `Q*` preserves the squared Frobenius norm when the
columns of `Q` are orthonormal. -/
theorem frobSq_mul_conjTranspose (Q : Matrix n k ℂ) (hQ : Qᴴ * Q = 1) (X : Matrix m k ℂ) :
    frobSq (X * Qᴴ) = frobSq X := by
  have key : (frobSq (X * Qᴴ) : ℂ) = (frobSq X : ℂ) := by
    rw [frobSq_eq_trace, frobSq_eq_trace, trace_mul_comm, conjTranspose_mul,
      conjTranspose_conjTranspose, Matrix.mul_assoc, ← Matrix.mul_assoc Qᴴ, hQ,
      Matrix.one_mul, trace_mul_comm]
  exact Complex.ofReal_injective key
```

The hypothesis `hQ` says $Q^*Q=I$. Cyclicity of the trace gives
$$\|XQ^*\|^2=\operatorname{tr}(XQ^*QX^*)=\operatorname{tr}(XX^*)=\|X\|^2 .$$

## A Hermitian perturbation that works

```lean
/-- For orthonormal trial vectors the residual is orthogonal to the trial space:
`R* Q = 0`. -/
theorem residual_orthogonal (A : Matrix n n ℂ) (Q : Matrix n k ℂ) (hQ : Qᴴ * Q = 1) :
    (residual A Q)ᴴ * Q = 0 := by
  have h : Qᴴ * residual A Q = 0 := by
    rw [residual, Matrix.mul_sub, ← Matrix.mul_assoc Qᴴ Q, hQ, Matrix.one_mul, ritz,
      Matrix.mul_assoc, sub_self]
  have h' := congrArg conjTranspose h
  rw [conjTranspose_mul, conjTranspose_conjTranspose, conjTranspose_zero] at h'
  exact h'
```

Here $Q^*R=Q^*AQ-Q^*QM=M-M=0$, and the adjoint of this equation is $R^*Q=0$.

```lean
omit [DecidableEq k] in
/-- The perturbed matrix satisfies `(A + E) Q = Q M` exactly when `E` maps the trial block
to minus the residual. -/
theorem exact_iff (A E : Matrix n n ℂ) (Q : Matrix n k ℂ) :
    (A + E) * Q = Q * ritz A Q ↔ E * Q = -residual A Q := by
  rw [Matrix.add_mul, residual, neg_sub, eq_sub_iff_add_eq, add_comm]
```

Moving $AQ$ to the right-hand side turns $(A+E)Q=QM$ into $EQ=QM-AQ=-R$.

```lean
/-- For orthonormal trial vectors the perturbation `E = -(R Q* + Q R*)` is Hermitian and
satisfies `(A + E) Q = Q M`. -/
theorem correction_spec (A : Matrix n n ℂ) (Q : Matrix n k ℂ) (hQ : Qᴴ * Q = 1) :
    (correction A Q).IsHermitian ∧ (A + correction A Q) * Q = Q * ritz A Q := by
  constructor
  · unfold Matrix.IsHermitian correction
    rw [conjTranspose_neg, conjTranspose_add, conjTranspose_mul, conjTranspose_mul,
      conjTranspose_conjTranspose, conjTranspose_conjTranspose, add_comm]
  · rw [exact_iff, correction, Matrix.neg_mul, Matrix.add_mul,
      Matrix.mul_assoc (residual A Q), hQ, Matrix.mul_one, Matrix.mul_assoc Q,
      residual_orthogonal A Q hQ, Matrix.mul_zero, add_zero]
```

Taking the adjoint of $E_0$ exchanges its two terms, so $E_0$ is Hermitian. It also meets the condition, because
$$E_0Q=-(RQ^*Q+QR^*Q)=-(R+0)=-R .$$

## Why no Hermitian perturbation is smaller

```lean
/-- For orthonormal trial vectors, every Hermitian `E` with `(A + E) Q = Q M` has squared
norm equal to twice that of `R` plus that of its deviation from `-(R Q* + Q R*)`. -/
theorem frobSq_decomposition (A E : Matrix n n ℂ) (Q : Matrix n k ℂ) (hQ : Qᴴ * Q = 1)
    (hE : E.IsHermitian) (h : (A + E) * Q = Q * ritz A Q) :
    frobSq E = 2 * frobSq (residual A Q) + frobSq (E - correction A Q) := by
  obtain ⟨hC, hCQ⟩ := correction_spec A Q hQ
  obtain ⟨D, hD⟩ : ∃ D, D = E - correction A Q := ⟨_, rfl⟩
  -- the deviation D vanishes on the trial space, from both sides
  have hDQ : D * Q = 0 := by
    rw [hD, Matrix.sub_mul, (exact_iff A E Q).1 h, (exact_iff A _ Q).1 hCQ, sub_self]
  have hQD : Qᴴ * D = 0 := by
    have h' := congrArg conjTranspose hDQ
    rw [conjTranspose_mul, conjTranspose_zero, hD, (hE.sub hC).eq, ← hD] at h'
    exact h'
  have horth : trace ((correction A Q)ᴴ * D) = 0 := by
    rw [hC.eq, correction, Matrix.neg_mul, Matrix.add_mul,
      Matrix.mul_assoc (residual A Q), hQD, Matrix.mul_zero, zero_add, trace_neg,
      trace_mul_comm, ← Matrix.mul_assoc, hDQ, Matrix.zero_mul, trace_zero, neg_zero]
  -- the two halves of the correction are orthogonal and equally long
  have hhalf : trace ((residual A Q * Qᴴ)ᴴ * (Q * (residual A Q)ᴴ)) = 0 := by
    rw [conjTranspose_mul, conjTranspose_conjTranspose, Matrix.mul_assoc,
      ← Matrix.mul_assoc (residual A Q)ᴴ, residual_orthogonal A Q hQ, Matrix.zero_mul,
      Matrix.mul_zero, trace_zero]
  have hflip : frobSq (Q * (residual A Q)ᴴ) = frobSq (residual A Q * Qᴴ) := by
    have h' : Q * (residual A Q)ᴴ = (residual A Q * Qᴴ)ᴴ := by
      rw [conjTranspose_mul, conjTranspose_conjTranspose]
    rw [h']
    simp only [frobSq, conjTranspose_apply, norm_star]
    exact Finset.sum_comm
  have hneg : frobSq (correction A Q)
      = frobSq (residual A Q * Qᴴ + Q * (residual A Q)ᴴ) := by
    simp only [frobSq, correction, Matrix.neg_apply, norm_neg]
  have hsplit : E = correction A Q + D := by rw [hD]; abel
  rw [← hD, hsplit, frobSq_add_of_orthogonal _ _ horth, hneg,
    frobSq_add_of_orthogonal _ _ hhalf, hflip, frobSq_mul_conjTranspose Q hQ]
  ring
```

The theorem states, for every Hermitian $E$ with $(A+E)Q=QM$,
$$\|E\|^2=2\|R\|^2+\|E-E_0\|^2 .$$

Set $D=E-E_0$. Both matrices send $Q$ to $-R$, so $DQ=0$ (`hDQ`). Since $D$ is Hermitian, the adjoint gives $Q^*D=0$ (`hQD`). Therefore
$$\operatorname{tr}(E_0^*D)=-\operatorname{tr}(RQ^*D)-\operatorname{tr}(DQR^*)=0,$$
which is `horth`, and Pythagoras gives $\|E\|^2=\|E_0\|^2+\|D\|^2$.

The two halves of $E_0$ are orthogonal as well, since $\operatorname{tr}\big((RQ^*)^*QR^*\big)=\operatorname{tr}(QR^*QR^*)=0$ (`hhalf`). They are adjoints of each other and so equally long (`hflip`), each with squared norm $\|RQ^*\|^2=\|R\|^2$. Hence $\|E_0\|^2=2\|R\|^2$.

```lean
/-- For orthonormal trial vectors, the smallest squared Frobenius norm of a Hermitian `E`
with `(A + E) Q = Q M` is twice that of `R`, attained only at `E = -(R Q* + Q R*)`. -/
theorem hermitian_backward_error (A : Matrix n n ℂ) (Q : Matrix n k ℂ) (hQ : Qᴴ * Q = 1) :
    IsLeast (frobSq '' {E : Matrix n n ℂ | E.IsHermitian ∧ (A + E) * Q = Q * ritz A Q})
      (2 * frobSq (residual A Q)) ∧
    ∀ E : Matrix n n ℂ, E.IsHermitian → (A + E) * Q = Q * ritz A Q →
      (frobSq E = 2 * frobSq (residual A Q) ↔ E = correction A Q) := by
  have h0 : frobSq (0 : Matrix n n ℂ) = 0 := by simp [frobSq]
  obtain ⟨hC, hCQ⟩ := correction_spec A Q hQ
  have hmin : frobSq (correction A Q) = 2 * frobSq (residual A Q) := by
    have h := frobSq_decomposition A _ Q hQ hC hCQ
    rwa [sub_self, h0, add_zero] at h
  refine ⟨⟨⟨_, ⟨hC, hCQ⟩, hmin⟩, ?_⟩, fun E hE h => ⟨fun heq => ?_, fun heq => ?_⟩⟩
  · rintro _ ⟨E, ⟨hE, h⟩, rfl⟩
    have hpos : 0 ≤ frobSq (E - correction A Q) := by unfold frobSq; positivity
    linarith [frobSq_decomposition A E Q hQ hE h]
  · -- equality forces every entry of the deviation to vanish
    have hz : frobSq (E - correction A Q) = 0 := by
      linarith [frobSq_decomposition A E Q hQ hE h]
    unfold frobSq at hz
    ext i j
    have h1 := (Finset.sum_eq_zero_iff_of_nonneg (fun i _ => by positivity)).1 hz i
      (Finset.mem_univ i)
    have h2 := (Finset.sum_eq_zero_iff_of_nonneg (fun j _ => by positivity)).1 h1 j
      (Finset.mem_univ j)
    exact sub_eq_zero.1 (norm_eq_zero.1 (pow_eq_zero_iff two_ne_zero |>.1 h2))
  · rw [heq, hmin]
```

The set in braces holds the admissible $E$, and `frobSq ''` collects their squared norms. `IsLeast` says that $2\|R\|^2$ belongs to this collection and that no member is smaller. The second part says that an admissible $E$ reaches this value if and only if $E=E_0$.

Both parts follow from the decomposition. The choice $E=E_0$ reaches the value, and $\|E-E_0\|^2\ge0$ gives the lower bound. Equality makes a sum of non-negative terms vanish, so every entry of $E-E_0$ is zero.

$A$ is any complex square matrix. When it is Hermitian, as a Hamiltonian is, $A+E_0$ is Hermitian too. The theorem concerns finite matrices and the Frobenius norm, and it fixes $M$ as the Ritz matrix. It takes $Q^*Q=I$ as an equality, whereas a computed block satisfies it only up to rounding.

Linearly independent columns are not enough. Take the $1\times1$ case $A=1$, $Q=2$. Then $M=4$ and $R=2-8=-6$, and the condition $(1+E)\cdot2=8$ forces $E=3$. Its square is $9$, not $2\|R\|^2=72$.

## The cost without Hermiticity

```lean
/-- For orthonormal trial vectors, the smallest squared Frobenius norm of an arbitrary `E`,
Hermitian or not, with `(A + E) Q = Q M` is that of `R`. -/
theorem unstructured_backward_error (A : Matrix n n ℂ) (Q : Matrix n k ℂ)
    (hQ : Qᴴ * Q = 1) :
    IsLeast (frobSq '' {E : Matrix n n ℂ | (A + E) * Q = Q * ritz A Q})
      (frobSq (residual A Q)) := by
  have hneg : frobSq (-(residual A Q * Qᴴ)) = frobSq (residual A Q) := by
    rw [← frobSq_mul_conjTranspose Q hQ (residual A Q)]
    simp only [frobSq, Matrix.neg_apply, norm_neg]
  have hR : residual A Q * Qᴴ * Q = residual A Q := by
    rw [Matrix.mul_assoc, hQ, Matrix.mul_one]
  refine ⟨⟨-(residual A Q * Qᴴ), ?_, hneg⟩, ?_⟩
  · exact (exact_iff A _ Q).2 (by rw [Matrix.neg_mul, hR])
  · rintro _ ⟨E, h, rfl⟩
    obtain ⟨D, hD⟩ : ∃ D, D = E + residual A Q * Qᴴ := ⟨_, rfl⟩
    have hDQ : D * Q = 0 := by
      rw [hD, Matrix.add_mul, (exact_iff A E Q).1 h, hR, neg_add_cancel]
    have horth : trace ((-(residual A Q * Qᴴ))ᴴ * D) = 0 := by
      rw [conjTranspose_neg, conjTranspose_mul, conjTranspose_conjTranspose,
        Matrix.neg_mul, trace_neg, trace_mul_comm, ← Matrix.mul_assoc, hDQ,
        Matrix.zero_mul, trace_zero, neg_zero]
    have hsplit : E = -(residual A Q * Qᴴ) + D := by rw [hD]; abel
    have hpos : 0 ≤ frobSq D := by unfold frobSq; positivity
    rw [hsplit, frobSq_add_of_orthogonal _ _ horth, hneg]
    linarith
```

With $E$ unrestricted, the minimum falls to $\|R\|^2$, so Hermiticity doubles the squared cost. The value is reached by $-RQ^*$, which sends $Q$ to $-R$ and has squared norm $\|R\|^2$. For any other admissible $E$, put $D=E+RQ^*$. Again $DQ=0$, so $\operatorname{tr}\big((-RQ^*)^*D\big)=-\operatorname{tr}(DQR^*)=0$ and $\|E\|^2=\|R\|^2+\|D\|^2$.

## Two coupled levels, and a block of four

```lean
/-- For the two-level matrix with zero diagonal and unit coupling, the first basis vector is
a normalized trial vector, its residual is the second basis vector, and the correction is
minus the matrix itself. -/
theorem two_level_witness :
    (!![1; 0] : Matrix (Fin 2) (Fin 1) ℂ)ᴴ * (!![1; 0] : Matrix (Fin 2) (Fin 1) ℂ) = 1 ∧
    residual !![0, 1; 1, 0] (!![1; 0] : Matrix (Fin 2) (Fin 1) ℂ) = !![0; 1] ∧
    correction !![0, 1; 1, 0] (!![1; 0] : Matrix (Fin 2) (Fin 1) ℂ) = -!![0, 1; 1, 0] := by
  -- the Ritz value of the first basis vector is zero
  have hM : ritz !![0, 1; 1, 0] (!![1; 0] : Matrix (Fin 2) (Fin 1) ℂ) = 0 := by
    ext i j
    simp only [ritz, Matrix.mul_apply, conjTranspose_apply, Fin.sum_univ_two]
    fin_cases i
    fin_cases j
    simp
  have hr : residual !![0, 1; 1, 0] (!![1; 0] : Matrix (Fin 2) (Fin 1) ℂ) = !![0; 1] := by
    rw [residual, hM, Matrix.mul_zero, sub_zero]
    ext i j
    simp only [Matrix.mul_apply, Fin.sum_univ_two]
    fin_cases i <;> fin_cases j <;> simp
  refine ⟨?_, hr, ?_⟩
  · ext i j
    simp only [Matrix.mul_apply, conjTranspose_apply, Fin.sum_univ_two]
    fin_cases i
    fin_cases j
    simp
  · rw [correction, hr]
    ext i j
    simp only [Matrix.neg_apply, Matrix.add_apply, Matrix.mul_apply, conjTranspose_apply]
    fin_cases i <;> fin_cases j <;> simp

end

end HermitianBackwardError
```

This is the opening example, with $Q$ the first basis vector. Its Ritz value is $0$, its residual is the second basis vector, and $E_0=-A$. The Hermitian remedy removes both coupling elements, at squared norm $2$ instead of $1$. Lean checks the matrices entry by entry.

A block Davidson calculation for a finite Hermitian Hamiltonian matrix diagonalises the compression of $A$ to a search space, which is usually larger than the number of states wanted. It returns a few of the resulting orthonormal Ritz vectors $x_j$, with Ritz values $\theta_j$. Let the returned vectors alone be the columns of $Q$. Then $M$ is diagonal with entries $\theta_j$, and the columns of $R$ are the residual vectors $Ax_j-\theta_jx_j$, so their squared norms add up to $\|R\|^2$. Four residual vectors of norm $10^{-5}$ hartree give $\|R\|=2\times10^{-5}$ hartree and $\|E_0\|=\sqrt2\,\|R\|\approx2.8\times10^{-5}$ hartree. The four Ritz pairs are exact for a Hermitian matrix at that distance from $A$, and $E_0$ never has to be formed.

```lean
#print axioms HermitianBackwardError.hermitian_backward_error
#print axioms HermitianBackwardError.unstructured_backward_error
```

```
'HermitianBackwardError.hermitian_backward_error' depends on axioms: [propext, Classical.choice, Quot.sound]
'HermitianBackwardError.unstructured_backward_error' depends on axioms: [propext, Classical.choice, Quot.sound]
```
